# Cleaving a rigid alternating ionic chain: the work tends to 1/2 for growing finite halves, but jumps between 1 and 0 under a sharp cutoff

Pull an infinite, evenly spaced row of ions with alternating charges apart between two neighbours, and count the pairs across the cut in order of their distance. The two ions at the cut attract each other at distance 1, so separating them costs 1, in units of the nearest-neighbour Coulomb energy. Two pairs across the cut are at distance 2. Both repel, and each gives back $1/2$, so the total falls to 0. Three pairs at distance 3 attract and cost $1/3$ each, so the total is 1 again. Each shell has just enough pairs to offset the decay of $1/r$.

Two finite halves behave differently. With two ions in each half, all four pairs across the cut count, and the work is $1-\tfrac12-\tfrac12+\tfrac13=\tfrac13$. As the halves grow, this work tends to $1/2$.

```lean
import Mathlib

open Filter Topology

namespace IonicChainCleavage

noncomputable section
```

## The chain and the cut

The ions sit at the integer sites $n$ and carry charges $(-1)^n$. Charge is measured in units of the ionic charge $q$, length in units of the spacing $a$, and energy in units of $q^2/(4\pi\varepsilon_0 a)$.

```lean
/-- The charge of the ion at integer site `n` of the alternating chain. -/
def charge (n : ℤ) : ℝ := (-1) ^ n
```

Two ions at distinct sites $m$ and $n$ have the energy $(-1)^m(-1)^n/|m-n|$.

```lean
/-- The Coulomb energy of the ions at two distinct sites `m ≠ n`, in units of the
nearest-neighbour energy scale. -/
def pairEnergy (m n : ℤ) : ℝ := charge m * charge n / |((m - n : ℤ) : ℝ)|
```

The cut runs between sites $-1$ and $0$. Ion $i$ of the left half is at site $-(i+1)$ and ion $j$ of the right half is at site $j$, with $i,j=0,1,2,\dots$ counted away from the cut. Moving the halves infinitely far apart removes their interaction, so each pair costs minus its energy.

```lean
/-- The work needed to remove the interaction between ion `i` of the left half (site `-(i+1)`)
and ion `j` of the right half (site `j`). -/
def pairCost (i j : ℕ) : ℝ := -pairEnergy (-((i : ℤ) + 1)) (j : ℤ)
```

For halves of $N$ ions the work is the sum of these costs over all $N^2$ pairs, written $W_N$ here and `cleavageWork N` in Lean. It belongs to the whole cut, which creates two chain ends; a surface energy would assign half of it to each.

Energies within each half do not enter, because the halves are taken to be rigid. A real cleaved crystal differs from this model in several ways: it is three-dimensional, the ions near the new surface relax, and forces other than the Coulomb force contribute.

```lean
/-- The work of cleaving a chain of `2N` ions into two halves of `N` ions. -/
def cleavageWork (N : ℕ) : ℝ :=
  ∑ i ∈ Finset.range N, ∑ j ∈ Finset.range N, pairCost i j
```

For infinite halves, a cutoff at distance $R$ keeps the pairs with $i+j+1\le R$. This condition already forces $i,j<R$, so the finite box in the definition loses no pair.

```lean
/-- The pairs of ions across the cut of an infinite chain whose distance is at most `R`. -/
def pairsWithin (R : ℕ) : Finset (ℕ × ℕ) :=
  (Finset.range R ×ˢ Finset.range R).filter (fun p => p.1 + p.2 + 1 ≤ R)
```

The work with cutoff, $C_R$, is the sum over this finite set.

```lean
/-- The cleavage work of the infinite chain with a sharp cutoff of the interaction at
distance `R`. -/
def cutoffWork (R : ℕ) : ℝ := ∑ p ∈ pairsWithin R, pairCost p.1 p.2
```

The charges of the pair are $(-1)^{i+1}$ and $(-1)^j$, and the distance is $i+j+1$. Hence the cost is
$$-\frac{(-1)^{i+1}(-1)^j}{i+j+1}=\frac{(-1)^{i+j}}{i+j+1}.$$
In the proof, `hl` and `hr` evaluate the two charges and `hd` the signed separation.

```lean
/-- Separating ion `i` of the left half from ion `j` of the right half costs
`(-1)^(i+j) / (i+j+1)`. -/
theorem pairCost_eq (i j : ℕ) :
    pairCost i j = (-1) ^ (i + j) / ((i : ℝ) + j + 1) := by
  have hl : charge (-((i : ℤ) + 1)) = -(-1) ^ i := by
    unfold charge
    rw [zpow_neg, zpow_add₀ (by norm_num), zpow_natCast, zpow_one]
    rcases neg_one_pow_eq_or ℝ i with h | h <;> rw [h] <;> norm_num
  have hr : charge (j : ℤ) = (-1) ^ j := by
    unfold charge
    exact zpow_natCast _ _
  have hd : ((-((i : ℤ) + 1) - (j : ℤ) : ℤ) : ℝ) = -((i : ℝ) + j + 1) := by
    push_cast
    ring
  unfold pairCost pairEnergy
  rw [hl, hr, hd, abs_neg, abs_of_pos (by positivity), pow_add]
  ring
```

## Finite halves

Since $1/(i+j+1)=\int_0^1 x^{i+j}\,dx$, each cost is $\int_0^1(-x)^i(-x)^j\,dx$. The double sum of products is a square:
$$W_N=\int_0^1 S_N(x)^2\,dx,\qquad S_N(x)=\sum_{i=0}^{N-1}(-x)^i.$$
The statement `term` is the integral for one pair. The rest of the proof expands the square and exchanges the finite sums with the integral.

```lean
/-- The cleavage work is the integral over `[0,1]` of the square of a finite geometric sum. -/
theorem cleavageWork_eq_integral (N : ℕ) :
    cleavageWork N = ∫ x in (0 : ℝ)..1, (∑ i ∈ Finset.range N, (-x) ^ i) ^ 2 := by
  -- each pair cost is the integral of a product of powers of `-x`
  have term : ∀ i j : ℕ, pairCost i j = ∫ x in (0 : ℝ)..1, (-x) ^ i * (-x) ^ j := by
    intro i j
    have h : (fun x : ℝ => (-x) ^ i * (-x) ^ j)
        = fun x => (-1) ^ (i + j) * x ^ (i + j) := by
      funext x
      rw [← pow_add, neg_pow]
    rw [h, intervalIntegral.integral_const_mul, integral_pow, pairCost_eq, one_pow,
      zero_pow (Nat.succ_ne_zero _), Nat.cast_add]
    ring
  simp_rw [sq, Finset.sum_mul_sum]
  rw [intervalIntegral.integral_finsetSum]
  · refine Finset.sum_congr rfl fun i _ => ?_
    rw [intervalIntegral.integral_finsetSum]
    · exact Finset.sum_congr rfl fun j _ => term i j
    · intro j _
      exact Continuous.intervalIntegrable (by fun_prop) _ _
  · intro i _
    exact (continuous_finsetSum _ fun j _ => by fun_prop).intervalIntegrable _ _
```

Put $u=(-x)^N$. The geometric sum is $S_N=(1-u)/(1+x)$, so
$$S_N^2-\frac1{(1+x)^2}=\frac{(1-u)^2-1}{(1+x)^2}=\frac{u(u-2)}{(1+x)^2}.$$
For $0\le x\le1$ we have $|u|=x^N\le1$, hence $|u-2|\le3$, and $(1+x)^2\ge1$. The difference is therefore at most $3x^N$ in absolute value. In Lean, `hS` is the geometric sum, `e` the algebraic identity and `h2` the bound on $|u-2|$.

```lean
/-- For `0 ≤ x ≤ 1` the squared geometric sum of `N` terms differs from `1/(1+x)^2` by at
most `3 x^N`. -/
theorem truncation_error (N : ℕ) {x : ℝ} (h0 : 0 ≤ x) (h1 : x ≤ 1) :
    |(∑ i ∈ Finset.range N, (-x) ^ i) ^ 2 - 1 / (1 + x) ^ 2| ≤ 3 * x ^ N := by
  have hpos : 0 < 1 + x := by linarith
  have hS : ∑ i ∈ Finset.range N, (-x) ^ i = (1 - (-x) ^ N) / (1 + x) := by
    rw [eq_div_iff hpos.ne']
    linear_combination mul_neg_geom_sum (-x) N
  have hu : |(-x) ^ N| = x ^ N := by rw [abs_pow, abs_neg, abs_of_nonneg h0]
  have hx0 : 0 ≤ x ^ N := pow_nonneg h0 N
  have hx1 : |(-x) ^ N| ≤ 1 := by
    rw [hu]
    exact pow_le_one₀ h0 h1
  rw [hS]
  generalize (-x) ^ N = u at hu hx1 ⊢
  have e : ((1 - u) / (1 + x)) ^ 2 - 1 / (1 + x) ^ 2 = u * (u - 2) / (1 + x) ^ 2 := by
    rw [div_pow, ← sub_div]
    congr 1
    ring
  have h2 : |u - 2| ≤ 3 := by
    have h := abs_le.mp hx1
    exact abs_le.mpr ⟨by linarith [h.1], by linarith [h.2]⟩
  have h3 : 0 ≤ (1 + x) ^ 2 - 1 := by nlinarith
  have hsq : 0 < (1 + x) ^ 2 := pow_pos hpos 2
  rw [e, abs_div, abs_mul, abs_of_pos hsq, hu, div_le_iff₀ hsq]
  have h4 := mul_le_mul_of_nonneg_left h2 hx0
  have h5 := mul_nonneg hx0 h3
  linarith
```

The function $x/(1+x)$ has derivative $1/(1+x)^2$, so
$$\int_0^1\frac{dx}{(1+x)^2}=\left[\frac{x}{1+x}\right]_0^1=\frac12 .$$
Integrating the pointwise bound gives
$$\left|W_N-\tfrac12\right|\le\int_0^1 3x^N\,dx=\frac3{N+1}.$$
The statement `half` is the first integral. The comparison of integrals needs both integrands to be integrable, which follows from their continuity on $[0,1]$.

```lean
/-- The cleavage work of two `N`-ion halves differs from `1/2` by at most `3/(N+1)`. -/
theorem cleavageWork_error (N : ℕ) : |cleavageWork N - 1 / 2| ≤ 3 / ((N : ℝ) + 1) := by
  have hne : ∀ x ∈ Set.uIcc (0 : ℝ) 1, 1 + x ≠ 0 := by
    intro x hx
    rw [Set.uIcc_of_le zero_le_one] at hx
    linarith [hx.1]
  have hI : IntervalIntegrable (fun x : ℝ => 1 / (1 + x) ^ 2) MeasureTheory.volume 0 1 :=
    (ContinuousOn.div continuousOn_const (by fun_prop)
      fun x hx => pow_ne_zero 2 (hne x hx)).intervalIntegrable
  have hS : IntervalIntegrable (fun x : ℝ => (∑ i ∈ Finset.range N, (-x) ^ i) ^ 2)
      MeasureTheory.volume 0 1 :=
    ((continuous_finsetSum _ fun i _ => by fun_prop).pow 2).intervalIntegrable _ _
  -- the limiting integrand has the primitive x / (1 + x)
  have half : ∫ x in (0 : ℝ)..1, 1 / (1 + x) ^ 2 = 1 / 2 := by
    have hF : ∀ x ∈ Set.uIcc (0 : ℝ) 1,
        HasDerivAt (fun y : ℝ => y / (1 + y)) (1 / (1 + x) ^ 2) x := by
      intro x hx
      refine ((hasDerivAt_id' x).fun_div ((hasDerivAt_id' x).const_add 1)
        (hne x hx)).congr_deriv ?_
      congr 1
      ring
    rw [intervalIntegral.integral_eq_sub_of_hasDerivAt hF hI]
    norm_num
  rw [cleavageWork_eq_integral, ← half, ← intervalIntegral.integral_sub hS hI]
  refine (intervalIntegral.abs_integral_le_integral_abs zero_le_one).trans ?_
  have hG : IntervalIntegrable (fun x : ℝ => 3 * x ^ N) MeasureTheory.volume 0 1 :=
    Continuous.intervalIntegrable (by fun_prop) _ _
  refine (intervalIntegral.integral_mono_on zero_le_one (hS.sub hI).abs hG
    fun x hx => truncation_error N hx.1 hx.2).trans_eq ?_
  rw [intervalIntegral.integral_const_mul, integral_pow, one_pow,
    zero_pow (Nat.succ_ne_zero N)]
  ring
```

The bound goes to zero as $N$ grows, and squeezing the distance between $W_N$ and $1/2$ gives the limit.

```lean
/-- The cleavage work of two `N`-ion halves tends to `1/2` as the halves grow. -/
theorem cleavageWork_tendsto : Tendsto cleavageWork atTop (𝓝 (1 / 2)) := by
  have h : Tendsto (fun N : ℕ => 3 * (1 / ((N : ℝ) + 1))) atTop (𝓝 0) := by
    simpa only [mul_zero] using
      (tendsto_one_div_add_atTop_nhds_zero_nat (𝕜 := ℝ)).const_mul 3
  rw [tendsto_iff_dist_tendsto_zero]
  refine squeeze_zero (fun _ => dist_nonneg) (fun N => ?_) h
  rw [Real.dist_eq]
  exact (cleavageWork_error N).trans_eq (by ring)
```

## Infinite halves with a cutoff

The set of kept pairs was defined through the labels $i$ and $j$. In terms of the sites, a pair belongs to it exactly when $|-(i+1)-j|\le R$, so the cutoff acts on the actual distance.

```lean
/-- A pair across the cut is kept by the cutoff exactly when its two sites are at distance
at most `R`. -/
theorem mem_pairsWithin (R : ℕ) (p : ℕ × ℕ) :
    p ∈ pairsWithin R ↔ |-((p.1 : ℤ) + 1) - (p.2 : ℤ)| ≤ (R : ℤ) := by
  simp only [pairsWithin, Finset.mem_filter, Finset.mem_product, Finset.mem_range, abs_le]
  omega
```

The pairs at distance $d+1$ are those with $i+j=d$. There are $d+1$ of them, each with cost $(-1)^d/(d+1)$, so the shell contributes
$$(d+1)\,\frac{(-1)^d}{d+1}=(-1)^d .$$
Lean calls the set of pairs with $i+j=d$ the `antidiagonal` of $d$.

```lean
/-- All pairs across the cut at distance `d+1` together contribute `(-1)^d`. -/
theorem shell_cost (d : ℕ) :
    ∑ p ∈ Finset.HasAntidiagonal.antidiagonal d, pairCost p.1 p.2 = (-1) ^ d := by
  have h : ∀ p ∈ Finset.HasAntidiagonal.antidiagonal d,
      pairCost p.1 p.2 = (-1) ^ d / ((d : ℝ) + 1) := by
    intro p hp
    rw [pairCost_eq, ← Finset.HasAntidiagonal.mem_antidiagonal.mp hp, Nat.cast_add]
  have hd : (d : ℝ) + 1 ≠ 0 := by positivity
  rw [Finset.sum_congr rfl h, Finset.sum_const, Finset.Nat.card_antidiagonal,
    nsmul_eq_mul, Nat.cast_add, Nat.cast_one]
  field_simp
```

Adding the shells $d=0,\dots,R-1$ gives
$$C_R=\sum_{d=0}^{R-1}(-1)^d=\frac{1-(-1)^R}{2}.$$
The proof is an induction on $R$. Raising the cutoff from $R$ to $R+1$ adds one shell (`hU`) that shares no pair with the old set (`hD`), and the new value is
$$\frac{1-(-1)^R}2+(-1)^R=\frac{1-(-1)^{R+1}}2 .$$

```lean
/-- With a sharp cutoff at distance `R` the cleavage work is `(1 - (-1)^R) / 2`. -/
theorem cutoffWork_eq (R : ℕ) : cutoffWork R = (1 - (-1) ^ R) / 2 := by
  induction R with
  | zero => simp [cutoffWork, pairsWithin]
  | succ R ih =>
    -- raising the cutoff by one adds one shell of pairs
    have hU : pairsWithin (R + 1) =
        pairsWithin R ∪ Finset.HasAntidiagonal.antidiagonal R := by
      ext p
      simp only [pairsWithin, Finset.mem_union, Finset.mem_filter, Finset.mem_product,
        Finset.mem_range, Finset.HasAntidiagonal.mem_antidiagonal]
      omega
    have hD : Disjoint (pairsWithin R) (Finset.HasAntidiagonal.antidiagonal R) := by
      refine Finset.disjoint_left.mpr fun p h1 h2 => ?_
      simp only [pairsWithin, Finset.mem_filter] at h1
      rw [Finset.HasAntidiagonal.mem_antidiagonal] at h2
      omega
    unfold cutoffWork at ih ⊢
    rw [hU, Finset.sum_union hD, ih, shell_cost, pow_succ]
    ring
```

So $C_R=1$ for odd $R$ and $C_R=0$ for even $R$. If $C_R$ had a limit $L$, then for large $R$ every value would lie within $1/2$ of $L$. An even and an odd cutoff would give $|0-L|<1/2$ and $|1-L|<1/2$, which is impossible because 0 and 1 are a distance 1 apart. Lean takes the cutoffs $2M$ and $2M+1$.

```lean
/-- The sharp-cutoff cleavage work is `1` for odd `R` and `0` for even `R`, and it has no
limit as `R` grows. -/
theorem cutoffWork_never_converges :
    (∀ R, Odd R → cutoffWork R = 1) ∧ (∀ R, Even R → cutoffWork R = 0) ∧
      ¬ ∃ L : ℝ, Tendsto cutoffWork atTop (𝓝 L) := by
  have ho : ∀ R, Odd R → cutoffWork R = 1 := by
    intro R hR
    rw [cutoffWork_eq, hR.neg_one_pow]
    norm_num
  have he : ∀ R, Even R → cutoffWork R = 0 := by
    intro R hR
    rw [cutoffWork_eq, hR.neg_one_pow]
    norm_num
  refine ⟨ho, he, ?_⟩
  rintro ⟨L, hL⟩
  -- a limit would have to be both 0 and 1
  obtain ⟨M, hM⟩ := Metric.tendsto_atTop.mp hL (1 / 2) (by norm_num)
  have h0 := hM (2 * M) (by omega)
  have h1 := hM (2 * M + 1) (by omega)
  rw [he _ (even_two_mul M), Real.dist_eq, abs_lt] at h0
  rw [ho _ (odd_two_mul_add_one M), Real.dist_eq, abs_lt] at h1
  linarith [h0.1, h1.2]
```

A program can evaluate the sharp-cutoff sum with a loop over pairs that skips every pair beyond a cutoff radius. For this rigid one-dimensional chain with bare Coulomb interactions, a radius of $10.5\,a$ keeps the same pairs as $R=10$ and returns 0, while $11.5\,a$ returns 1.

Averaging the two results amounts to counting the outermost shell, at distance 11, with weight one half. Since successive values of $C_R$ are 0 and 1 in some order, the average is exactly $1/2$ for every $R$, the same number that the finite halves approach.

```lean
/-- The mean of the cleavage works at two successive sharp cutoffs is exactly `1/2`. -/
theorem cutoffWork_mean (R : ℕ) : (cutoffWork R + cutoffWork (R + 1)) / 2 = 1 / 2 := by
  rw [cutoffWork_eq, cutoffWork_eq, pow_succ]
  ring

end

end IonicChainCleavage
```

```lean
#print axioms IonicChainCleavage.cleavageWork_tendsto
-- 'IonicChainCleavage.cleavageWork_tendsto' depends on axioms: [propext, Classical.choice, Quot.sound]
#print axioms IonicChainCleavage.mem_pairsWithin
-- 'IonicChainCleavage.mem_pairsWithin' depends on axioms: [propext, Classical.choice, Quot.sound]
#print axioms IonicChainCleavage.cutoffWork_never_converges
-- 'IonicChainCleavage.cutoffWork_never_converges' depends on axioms: [propext, Classical.choice, Quot.sound]
#print axioms IonicChainCleavage.cutoffWork_mean
-- 'IonicChainCleavage.cutoffWork_mean' depends on axioms: [propext, Classical.choice, Quot.sound]
```
